# Value of the quadratic gl(n) Casimir operator on highest-weight vectors

In an orthonormal basis of $n$ spatial orbitals, the spin-free generator $E_{pq}$ moves an electron from orbital $q$ to orbital $p$, and $E_{pp}$ counts the electrons in orbital $p$. These operators satisfy

$$[E_{pq},E_{rs}]=\delta_{qr}E_{ps}-\delta_{sp}E_{rq},\qquad p,q,r,s=1,\dots,n .$$

Only this relation is used below, for linear operators on a complex vector space $V$. A highest-weight vector $v$ of weight $l=(l_1,\dots,l_n)$ satisfies $E_{pq}v=0$ for $p<q$ and $E_{pp}v=l_pv$. The quadratic Casimir operator is $C=\sum_{pq}E_{pq}E_{qp}$.

## Casimir value from the weight

$$Cv=\sum_{p=1}^{n}l_p\,(l_p+n+1-2p)\,v .$$

Let $v$ be a highest-weight vector in which the first $a$ orbitals are doubly occupied, the next $b$ singly occupied and the rest empty, and set $N=2a+b$ and $S=b/2$. Then

$$Cv=\left[N\left(n+2-\tfrac N2\right)-2S(S+1)\right]v .$$

## Coupling coefficients in spin-adapted CI

A configuration-interaction code in the unitary group approach works with matrix elements of $E_{pq}$ between states of fixed $N$ and $S$. If the states form an orthonormal basis of the full space of given $N$ and $S$ in the $n$ orbitals, contracting the products of these matrices to $\sum_{pq}E_{pq}E_{qp}$ must give the bracket above times the unit matrix. In a truncated CI space the generators can lead out of the space, and the products then also need the intermediate states outside it. A wrong phase or a missing intermediate state can show up as a deviation.

## From commutators to electron number and spin

For $p<q$, the relation $[E_{pq},E_{qp}]=E_{pp}-E_{qq}$ and $E_{pq}v=0$ give

$$E_{pq}E_{qp}v=E_{qp}E_{pq}v+(E_{pp}-E_{qq})v=(l_p-l_q)v .$$

For $p>q$ the term vanishes because $E_{qp}v=0$; for $p=q$ it is $l_p^2v$. In $\sum_{p<q}(l_p-l_q)$, $l_p$ occurs $n-p$ times with a plus sign and $p-1$ times with a minus sign, so its factor is $n+1-2p$. Adding $l_p^2$ gives the first formula.

The value carries over to other vectors because $C$ commutes with every generator:

$$\begin{aligned}[C,E_{rs}]&=\sum_{pq}\left(E_{pq}[E_{qp},E_{rs}]+[E_{pq},E_{rs}]E_{qp}\right)\\&=\sum_qE_{rq}E_{qs}-\sum_pE_{ps}E_{rp}+\sum_pE_{ps}E_{rp}-\sum_qE_{rq}E_{qs}=0 .\end{aligned}$$

Hence $C$ commutes with any polynomial $A$ in the generators, and $CAv=ACv$ has the same factor.

For the electronic weight, the two occupied blocks contribute

$$\sum_{p=1}^{a}2(n+3-2p)=2a(n+2-a),$$

$$\sum_{j=1}^{b}(n+2-2a-2j)=b(n+1-2a-b).$$

Their sum is $N(n+2)-(2a^2+2ab+b^2+b)$, and the last bracket equals $N^2/2+2S(S+1)$.

The same argument applies to a lowest-weight vector, with $E_{pq}v=0$ for $p>q$: the factor becomes $\sum_p l_p(l_p-n-1+2p)$. This variant has no theorem in the code.

## Lean definitions and proofs

`IsGL` is the commutation relation, with operators in `Module.End ℂ V` and composition as multiplication. `IsHighestWeight` holds the two conditions on `v`; unlike the textbook term, it admits `v = 0`. Orbitals in `Fin n` start at 0, so the label $p$ above is Lean's `p` plus one.

```lean
import Mathlib

open Finset

namespace UnitaryGroupCasimir

noncomputable section

variable {n : ℕ} {V : Type*} [AddCommGroup V] [Module ℂ V]

/-- The operators `E p q` obey the commutation relations of the gl(n) generators,
`[E_pq, E_rs] = δ_qr E_ps - δ_sp E_rq`. -/
def IsGL (E : Fin n → Fin n → Module.End ℂ V) : Prop :=
  ∀ p q r s, E p q * E r s - E r s * E p q =
    (if q = r then E p s else 0) - (if s = p then E r q else 0)

/-- The vector `v` (possibly zero) is annihilated by all raising generators and has
weight `l`. -/
structure IsHighestWeight (E : Fin n → Fin n → Module.End ℂ V) (l : Fin n → ℂ) (v : V) :
    Prop where
  raise : ∀ p q, p < q → E p q v = 0
  weight : ∀ p, E p p v = l p • v

/-- The quadratic Casimir operator `∑_pq E_pq E_qp`. -/
def casimir (E : Fin n → Fin n → Module.End ℂ V) : Module.End ℂ V :=
  ∑ p, ∑ q, E p q * E q p

/-- For operators obeying the gl(n) relations, lowering a highest-weight vector with `E_qp` and
raising it back with `E_pq`, where `p < q`, multiplies it by `l_p - l_q`. -/
theorem raise_lower {E : Fin n → Fin n → Module.End ℂ V} {l : Fin n → ℂ} {v : V}
    (hE : IsGL E) (hv : IsHighestWeight E l v) {p q : Fin n} (hpq : p < q) :
    E p q (E q p v) = (l p - l q) • v := by
  have h := LinearMap.congr_fun (hE p q q p) v
  simp only [if_true, LinearMap.sub_apply, Module.End.mul_apply] at h
  rw [hv.raise p q hpq, map_zero, sub_zero, hv.weight, hv.weight, ← sub_smul] at h
  exact h

/-- The weight differences summed over all pairs `p < q` give each `l_p` the factor
`n + 1 - 2p`, with `p` counted from 1. -/
theorem sum_weight_differences (l : Fin n → ℂ) :
    ∑ p, ∑ q, (if p < q then l p - l q else 0) =
      ∑ p : Fin n, l p * ((n : ℂ) + 1 - 2 * (((p : ℕ) : ℂ) + 1)) := by
  -- there are n - 1 - p orbitals above p (counted from 0) and p orbitals below it
  have h1 : ∀ p : Fin n, ∑ q, (if p < q then l p else 0) =
      ((n : ℂ) - 1 - ((p : ℕ) : ℂ)) * l p := by
    intro p
    have hc : ((n - 1 - (p : ℕ) : ℕ) : ℂ) = (n : ℂ) - 1 - ((p : ℕ) : ℂ) := by
      have hp := p.isLt
      rw [Nat.cast_sub (by omega), Nat.cast_sub (by omega), Nat.cast_one]
    have hs : Finset.univ.filter (fun q => p < q) = Finset.Ioi p := by ext; simp
    rw [← Finset.sum_filter, Finset.sum_const, hs, Fin.card_Ioi, nsmul_eq_mul, hc]
  have h2 : ∀ p : Fin n, ∑ q, (if q < p then l p else 0) = ((p : ℕ) : ℂ) * l p := by
    intro p
    have hs : Finset.univ.filter (fun q => q < p) = Finset.Iio p := by ext; simp
    rw [← Finset.sum_filter, Finset.sum_const, hs, Fin.card_Iio, nsmul_eq_mul]
  have h3 : ∑ p, ∑ q, (if p < q then l q else 0) = ∑ p : Fin n, ((p : ℕ) : ℂ) * l p := by
    rw [Finset.sum_comm]
    exact Finset.sum_congr rfl fun p _ => h2 p
  have e : ∀ p q : Fin n, (if p < q then l p - l q else 0) =
      (if p < q then l p else 0) - (if p < q then l q else 0) := by
    intro p q
    split_ifs <;> simp
  simp only [e, Finset.sum_sub_distrib]
  rw [h3, Finset.sum_congr rfl (fun p _ => h1 p), ← Finset.sum_sub_distrib]
  exact Finset.sum_congr rfl fun p _ => by ring

/-- On a highest-weight vector of weight `l` the gl(n) Casimir operator has the value
`∑_p l_p (l_p + n + 1 - 2p)`, with `p` counted from 1. -/
theorem casimir_highestWeight {E : Fin n → Fin n → Module.End ℂ V} {l : Fin n → ℂ} {v : V}
    (hE : IsGL E) (hv : IsHighestWeight E l v) :
    casimir E v =
      (∑ p : Fin n, l p * (l p + (n : ℂ) + 1 - 2 * (((p : ℕ) : ℂ) + 1))) • v := by
  -- the contribution of each ordered pair of orbitals
  have key : ∀ p q, E p q (E q p v) =
      ((if p < q then l p - l q else 0) + (if p = q then l p * l p else 0)) • v := by
    intro p q
    rcases lt_trichotomy p q with h | h | h
    · rw [raise_lower hE hv h, if_pos h, if_neg h.ne, add_zero]
    · subst h
      rw [hv.weight, map_smul, hv.weight, smul_smul, if_neg (lt_irrefl _), if_pos rfl,
        zero_add]
    · rw [hv.raise q p h, map_zero, if_neg (not_lt_of_ge h.le), if_neg h.ne', add_zero,
        zero_smul]
  simp only [casimir, LinearMap.sum_apply, Module.End.mul_apply, key, ← Finset.sum_smul]
  congr 1
  simp only [Finset.sum_add_distrib]
  rw [sum_weight_differences]
  simp only [Finset.sum_ite_eq, Finset.mem_univ, if_true]
  rw [← Finset.sum_add_distrib]
  exact Finset.sum_congr rfl fun p _ => by ring

/-- The Casimir operator commutes with every gl(n) generator. -/
theorem casimir_commute {E : Fin n → Fin n → Module.End ℂ V} (hE : IsGL E) (r s : Fin n) :
    Commute (casimir E) (E r s) := by
  -- the commutator acts on each factor of E_pq E_qp in turn
  have key : casimir E * E r s - E r s * casimir E = ∑ p, ∑ q,
      (E p q * ((if p = r then E q s else 0) - (if s = q then E r p else 0)) +
        ((if q = r then E p s else 0) - (if s = p then E r q else 0)) * E q p) := by
    simp only [casimir, Finset.sum_mul, Finset.mul_sum, ← Finset.sum_sub_distrib]
    refine Finset.sum_congr rfl fun p _ => Finset.sum_congr rfl fun q _ => ?_
    rw [← hE q p r s, ← hE p q r s]
    noncomm_ring
  have hA : (∑ p, ∑ q, if p = r then E p q * E q s else 0) = ∑ q, E r q * E q s := by
    rw [Finset.sum_comm]
    simp
  have hD : (∑ p, ∑ q, if s = p then E r q * E q p else 0) = ∑ q, E r q * E q s := by
    rw [Finset.sum_comm]
    simp
  refine sub_eq_zero.mp (key.trans ?_)
  simp only [mul_sub, sub_mul, mul_ite, ite_mul, mul_zero, zero_mul,
    Finset.sum_add_distrib, Finset.sum_sub_distrib]
  rw [hA, hD]
  simp only [Finset.sum_ite_eq, Finset.sum_ite_eq', Finset.mem_univ, if_true]
  abel

/-- Every vector obtained from a highest-weight vector by a polynomial `A` in the generators
has the same Casimir value as the highest-weight vector. -/
theorem casimir_generated {E : Fin n → Fin n → Module.End ℂ V} {l : Fin n → ℂ} {v : V}
    (hE : IsGL E) (hv : IsHighestWeight E l v) {A : Module.End ℂ V}
    (hA : A ∈ Algebra.adjoin ℂ (Set.range fun x : Fin n × Fin n => E x.1 x.2)) :
    casimir E (A v) =
      (∑ p : Fin n, l p * (l p + (n : ℂ) + 1 - 2 * (((p : ℕ) : ℂ) + 1))) • A v := by
  have hc : Commute (casimir E) A := by
    induction hA using Algebra.adjoin_induction with
    | mem x hx =>
      obtain ⟨y, rfl⟩ := hx
      exact casimir_commute hE y.1 y.2
    | algebraMap r => exact (Algebra.commutes r (casimir E)).symm
    | add x y _ _ hx hy => exact hx.add_right hy
    | mul x y _ _ hx hy => exact hx.mul_right hy
  have h := LinearMap.congr_fun hc.eq v
  rw [Module.End.mul_apply, Module.End.mul_apply, casimir_highestWeight hE hv, map_smul] at h
  exact h

/-- The occupation pattern with `a` doubly occupied orbitals, then `b` singly occupied ones,
then empty ones. -/
def electronWeight (a b p : ℕ) : ℂ := if p < a then 2 else if p < a + b then 1 else 0

/-- The Casimir sum for the occupation pattern of `a` doubly and `b` singly occupied orbitals
followed by `c` empty ones, with any number `d` in the place of the orbital count. -/
theorem electronWeight_sum (a b c : ℕ) (d : ℂ) :
    ∑ p ∈ range (a + b + c), electronWeight a b p *
      (electronWeight a b p + d + 1 - 2 * ((p : ℂ) + 1)) =
      2 * a * (d + 2 - a) + b * (d + 1 - 2 * a - b) := by
  -- doubly occupied orbitals
  have h1 : ∀ k : ℕ, k ≤ a → ∑ p ∈ range k, electronWeight a b p *
      (electronWeight a b p + d + 1 - 2 * ((p : ℂ) + 1)) = 2 * k * (d + 2 - k) := by
    intro k
    induction k with
    | zero => simp
    | succ k ih =>
      intro hk
      have hw : electronWeight a b k = 2 := if_pos (by omega)
      rw [Finset.sum_range_succ, ih (by omega), hw]
      push_cast
      ring
  -- singly occupied orbitals
  have h2 : ∀ k : ℕ, k ≤ b → ∑ p ∈ range (a + k), electronWeight a b p *
      (electronWeight a b p + d + 1 - 2 * ((p : ℂ) + 1)) =
      2 * a * (d + 2 - a) + k * (d + 1 - 2 * a - k) := by
    intro k
    induction k with
    | zero =>
      intro _
      rw [Nat.add_zero, h1 a le_rfl]
      simp
    | succ k ih =>
      intro hk
      have hw : electronWeight a b (a + k) = 1 := by
        unfold electronWeight
        rw [if_neg (by omega), if_pos (by omega)]
      rw [← Nat.add_assoc, Finset.sum_range_succ, ih (by omega), hw]
      push_cast
      ring
  -- empty orbitals contribute nothing
  induction c with
  | zero => rw [Nat.add_zero, h2 b le_rfl]
  | succ c ih =>
    have hw : electronWeight a b (a + b + c) = 0 := by
      unfold electronWeight
      rw [if_neg (by omega), if_neg (by omega)]
    rw [← Nat.add_assoc, Finset.sum_range_succ, ih, hw, zero_mul, add_zero]

/-- For operators obeying the gl(n) relations and a highest-weight vector with `a` doubly occupied
orbitals, then `b` singly occupied ones, among `n`, the Casimir value is
`N (n + 2 - N/2) - 2 S (S + 1)`, where `N = 2a + b` and `S = b/2`. -/
theorem casimir_electrons {E : Fin n → Fin n → Module.End ℂ V} {v : V} (hE : IsGL E)
    {a b : ℕ} (hab : a + b ≤ n)
    (hv : IsHighestWeight E (fun p => electronWeight a b (p : ℕ)) v)
    {N S : ℂ} (hN : N = 2 * a + b) (hS : S = b / 2) :
    casimir E v = (N * (n + 2 - N / 2) - 2 * S * (S + 1)) • v := by
  obtain ⟨c, hc⟩ : ∃ c, n = a + b + c := ⟨n - (a + b), by omega⟩
  have hs := electronWeight_sum a b c (n : ℂ)
  rw [← hc] at hs
  have hf := (Fin.sum_univ_eq_sum_range (fun p : ℕ => electronWeight a b p *
    (electronWeight a b p + (n : ℂ) + 1 - 2 * ((p : ℂ) + 1))) n).trans hs
  rw [casimir_highestWeight hE hv]
  congr 1
  refine hf.trans ?_
  rw [hN, hS]
  ring

/-- The one-electron generator `|p⟩⟨q|` on `ℂⁿ`. -/
def oneElectron (p q : Fin n) : Module.End ℂ (Fin n → ℂ) where
  toFun x := fun i => if i = p then x q else 0
  map_add' x y := by
    ext i
    by_cases h : i = p <;> simp [h]
  map_smul' c x := by
    ext i
    by_cases h : i = p <;> simp [h]

/-- The one-electron generators on `ℂⁿ⁺¹` obey the gl(n+1) relations, and the first basis
vector is a non-zero highest-weight vector with one singly occupied orbital. -/
theorem oneElectron_witness (n : ℕ) :
    IsGL (oneElectron (n := n + 1)) ∧
    IsHighestWeight (oneElectron (n := n + 1)) (fun p => electronWeight 0 1 (p : ℕ))
      (fun i => if i = 0 then 1 else 0) ∧
    (fun i : Fin (n + 1) => if i = 0 then (1 : ℂ) else 0) ≠ 0 := by
  refine ⟨?_, ⟨?_, ?_⟩, ?_⟩
  · intro p q r s
    refine LinearMap.ext fun x => funext fun i => ?_
    by_cases h1 : q = r <;> by_cases h2 : s = p <;> simp [oneElectron, h1, h2]
  · intro p q hpq
    have hq : q ≠ 0 := ne_of_gt (lt_of_le_of_lt (Fin.zero_le p) hpq)
    ext i
    simp [oneElectron, hq]
  · intro p
    ext i
    by_cases hp : p = 0
    · subst hp
      simp [oneElectron, electronWeight]
    · have hp' : (p : ℕ) ≠ 0 := fun h => hp (Fin.ext h)
      have hw : electronWeight 0 1 (p : ℕ) = 0 := by
        unfold electronWeight
        rw [if_neg (by omega), if_neg (by omega)]
      simp [oneElectron, hp, hw]
  · intro h
    have h0 := congrFun h 0
    simp at h0

end

end UnitaryGroupCasimir
```

```lean
#print axioms UnitaryGroupCasimir.casimir_highestWeight
#print axioms UnitaryGroupCasimir.casimir_generated
#print axioms UnitaryGroupCasimir.casimir_electrons
```

```
'UnitaryGroupCasimir.casimir_highestWeight' depends on axioms: [propext, Classical.choice, Quot.sound]
'UnitaryGroupCasimir.casimir_generated' depends on axioms: [propext, Classical.choice, Quot.sound]
'UnitaryGroupCasimir.casimir_electrons' depends on axioms: [propext, Classical.choice, Quot.sound]
```

`raise_lower` is the commutator step and `sum_weight_differences` the counting. `casimir_highestWeight` splits the pairs with `lt_trichotomy` and adds the contributions. `casimir_commute` proves the cancellation, which `casimir_generated` extends to scalars, sums and products by induction. `electronWeight_sum` adds the orbitals one at a time, with `d` holding the place of $n$ fixed meanwhile; `casimir_electrons` then substitutes $N$ and $S$.

The device behind `raise_lower` is `LinearMap.congr_fun`. `IsGL` equates operators, whereas the highest-weight conditions concern one vector. `LinearMap.congr_fun (hE p q q p) v` evaluates both sides at `v`, and `Module.End.mul_apply` turns the product into successive application, so that `hv.raise` and `hv.weight` can be used.

## Abstract generators and electronic states

The weights may be any complex numbers, and $V$ may have any dimension; neither an inner product nor irreducibility is assumed. `oneElectron_witness` supplies a non-zero example: the first basis vector of $\mathbb C^{n+1}$, with weight $(1,0,\dots,0)$. No many-electron vector is constructed.

In `casimir_electrons`, `S` is defined as $b/2$, without a spin operator. To apply the formula to a CI space, one must still identify its states of $N$ electrons and total spin $S$ with vectors generated from highest-weight vectors of the stated weight. Occupations alone do not settle this: the open-shell singlet with one electron in each of orbitals 1 and 2 has the same occupations as the triplet, but $E_{12}$ does not annihilate it, so it is not a highest-weight vector. The theorems also say nothing about floating-point error in a computed matrix.
